# The frontier gap of an even Hückel chain: closed form and long-chain limit

Take two sites with one orbital each, of on-site energy $\alpha$, coupled by a resonance integral $\beta<0$. As usual in Hückel theory, the orbitals are treated as orthonormal. The orbital energies are $\alpha+\beta$ and $\alpha-\beta$, so the gap is $-2\beta$. Written as $\alpha+2\beta\cos\theta$, they belong to the angles $\theta=\pi/3$ and $\theta=2\pi/3$, which lie $\pi/6$ on either side of a right angle. In a longer open chain with an even number of identical sites and equal couplings between neighbours, the angles of the two middle levels still straddle the right angle, only more closely, and the gap can be read off from that small offset.

## Levels and gap of the open chain

For an open chain of $N$ sites, each with on-site energy $\alpha$ and coupled only to its nearest neighbours, always by the same $\beta$, write

$$E_k^{(N)}=\alpha+2\beta\cos\frac{k\pi}{N+1},\qquad 1\le k\le N.$$

The sheet takes this spectrum as its starting point; the file defines `level` by the formula and does not diagonalise the Hückel matrix. The sign $\beta<0$ expresses that the in-phase combination of two neighbouring orbitals lies below the out-of-phase one. It is assumed only where a part says so.

```lean
import Mathlib

open Filter Topology
open scoped Real

namespace HueckelChainGap

noncomputable section

/-- The `k`-th Hückel level of the open chain of `N` sites, with on-site energy `α` and
resonance integral `β`; the physical levels are those with `1 ≤ k ≤ N`. -/
def level (α β : ℝ) (N k : ℕ) : ℝ :=
  α + 2 * β * Real.cos (k * π / (N + 1))
```

Now let $N=2m$, with one electron per site. For $\beta<0$, two electrons per level fill levels $1$ to $m$ in the ground state, so the frontier gap is $\Delta_m=E_{m+1}^{(2m)}-E_m^{(2m)}$. The same difference defines $\Delta_m$ for every real $\beta$. In Lean the filling enters only through the choice of these two indices. Physical chains have $m\ge1$, though the definition also accepts $m=0$.

```lean
/-- The frontier gap of the chain of `2 * m` sites: the energy of level `m + 1` minus that
of level `m`. -/
def frontierGap (α β : ℝ) (m : ℕ) : ℝ :=
  level α β (2 * m) (m + 1) - level α β (2 * m) m
```

## (a) The order of the levels

**Task.** Let $\beta<0$ and $0\le k<l\le N+1$. Show that
$$E_k^{(N)}<E_l^{(N)}.$$

**Solution.** The angles satisfy $0\le\frac{k\pi}{N+1}<\frac{l\pi}{N+1}\le\pi$, and the cosine decreases strictly on $[0,\pi]$. Hence
$$E_l^{(N)}-E_k^{(N)}=2\beta\left(\cos\frac{l\pi}{N+1}-\cos\frac{k\pi}{N+1}\right)>0,$$
a product of two negative factors.

In the proof, `hcos` is the comparison of cosines, and the last line supplies the product of negatives. The indices $0$ and $N+1$ are allowed, although they label no level of the chain.

```lean
/-- For a negative resonance integral the levels rise strictly with their index. -/
theorem level_lt_level {α β : ℝ} (hβ : β < 0) {N k l : ℕ} (hkl : k < l)
    (hl : l ≤ N + 1) : level α β N k < level α β N l := by
  have hN : (0 : ℝ) < N + 1 := by positivity
  have hkl' : (k : ℝ) < l := by exact_mod_cast hkl
  have hl' : (l : ℝ) ≤ N + 1 := by exact_mod_cast hl
  -- both angles lie in `[0, π]`, where the cosine decreases
  have hcos : Real.cos (l * π / (N + 1)) < Real.cos (k * π / (N + 1)) := by
    apply Real.cos_lt_cos_of_nonneg_of_le_pi
    · positivity
    · rw [div_le_iff₀ hN]
      nlinarith [mul_le_mul_of_nonneg_right hl' Real.pi_pos.le]
    · exact div_lt_div_of_pos_right (mul_lt_mul_of_pos_right hkl' Real.pi_pos) hN
  unfold level
  nlinarith [mul_pos_of_neg_of_neg hβ (sub_neg.2 hcos)]
```

## (b) Pairs about the on-site energy

**Task.** Let $j+k=N+1$. Show that
$$E_j^{(N)}+E_k^{(N)}=2\alpha.$$

**Solution.** Since $k=N+1-j$,
$$\frac{k\pi}{N+1}=\pi-\frac{j\pi}{N+1},\qquad \cos\frac{k\pi}{N+1}=-\cos\frac{j\pi}{N+1}.$$
The cosine terms cancel in the sum. The sign of $\beta$ plays no part.

Lean proves the relation between the angles as `hangle` and then applies `Real.cos_pi_sub`.

```lean
/-- Levels whose indices add up to `N + 1` lie symmetrically about the on-site energy. -/
theorem level_pairing (α β : ℝ) {N j k : ℕ} (h : j + k = N + 1) :
    level α β N j + level α β N k = 2 * α := by
  have hN : (N : ℝ) + 1 ≠ 0 := by positivity
  have hc : (j : ℝ) + k = N + 1 := by exact_mod_cast h
  have hk : (k : ℝ) = N + 1 - j := by linarith
  have hangle : (k : ℝ) * π / (N + 1) = π - j * π / (N + 1) := by
    rw [hk, sub_mul, sub_div, mul_div_cancel_left₀ _ hN]
  unfold level
  rw [hangle, Real.cos_pi_sub]
  ring
```

## (c) The highest filled level

**Task.** Show that
$$E_m^{(2m)}=\alpha+2\beta\sin\frac{\pi}{2(2m+1)}.$$

**Solution.** The distance of the angle from $\pi/2$ is
$$\frac{\pi}{2}-\frac{m\pi}{2m+1}=\frac{(2m+1)\pi-2m\pi}{2(2m+1)}=\frac{\pi}{2(2m+1)}.$$
Now use $\cos(\pi/2-x)=\sin x$.

Here too the angle identity is called `hangle`; `field_simp` and `ring` clear its denominators.

```lean
/-- Level `m` of the chain of `2 * m` sites is `α + 2 β sin (π / (2 (2 m + 1)))`. -/
theorem level_homo (α β : ℝ) (m : ℕ) :
    level α β (2 * m) m = α + 2 * β * Real.sin (π / (2 * (2 * m + 1))) := by
  have hm : (2 * (m : ℝ) + 1) ≠ 0 := by positivity
  have hangle : (m : ℝ) * π / (((2 * m : ℕ) : ℝ) + 1)
      = π / 2 - π / (2 * (2 * m + 1)) := by
    push_cast
    field_simp
    ring
  rw [level, hangle, Real.cos_pi_div_two_sub]
```

## (d) The gap in closed form

**Task.** With $N=2m$, show that
$$\Delta_m=-4\beta\sin\frac{\pi}{2(N+1)}.$$

**Solution.** The frontier indices add up to $m+(m+1)=N+1$, so (b) gives $E_{m+1}^{(2m)}=2\alpha-E_m^{(2m)}$. With (c),
$$\Delta_m=2\alpha-2E_m^{(2m)}=-4\beta\sin\frac{\pi}{2(2m+1)}.$$
For $m=1$ this is $-4\beta\sin(\pi/6)=-2\beta$, as for the two sites above. Setting $\beta=-1$ measures the gap in units of $|\beta|$.

The two earlier results enter as `hpair` and `hhomo`, and what remains is linear arithmetic.

```lean
/-- The frontier gap of the chain of `N = 2 * m` sites is `-4 β sin (π / (2 (N + 1)))`. -/
theorem frontierGap_eq (α β : ℝ) (m : ℕ) :
    frontierGap α β m = -4 * β * Real.sin (π / (2 * (2 * m + 1))) := by
  have hpair := level_pairing α β (N := 2 * m) (j := m) (k := m + 1) (by omega)
  have hhomo := level_homo α β m
  unfold frontierGap
  linarith
```

## (e) The sign of the gap

**Task.** Let $\beta<0$. Show that
$$\Delta_m>0.$$

**Solution.** Apply (a) with $k=m$ and $l=m+1$, which is at most $N+1=2m+1$.

The Lean proof is this one application, turned into a statement about a difference by `sub_pos`.

```lean
/-- For a negative resonance integral the frontier gap is positive. -/
theorem frontierGap_pos (α : ℝ) {β : ℝ} (hβ : β < 0) (m : ℕ) :
    0 < frontierGap α β m :=
  sub_pos.2 (level_lt_level hβ (Nat.lt_succ_self m) (by omega))
```

## (f) The cheapest orbital excitation

**Task.** Let $\beta<0$, let $i\le m$ be a filled level and let $a$ with $m+1\le a\le 2m$ be an empty one. Show that
$$\Delta_m\le E_a^{(2m)}-E_i^{(2m)}.$$

**Solution.** By (a), $E_i^{(2m)}\le E_m^{(2m)}$ and $E_{m+1}^{(2m)}\le E_a^{(2m)}$, with equality when the indices coincide. Subtract the first inequality from the second.

The inequality compares orbital energies; electron repulsion and relaxation are absent from the model. In Lean, `h1` and `h2` are the two comparisons, each split into equal and unequal indices.

```lean
/-- For a negative resonance integral and the lowest `m` levels filled, lifting an electron from a
filled level `i` to an empty level `a` costs at least the frontier gap in orbital energy. -/
theorem frontierGap_le_excitation (α : ℝ) {β : ℝ} (hβ : β < 0) {m i a : ℕ}
    (hi : i ≤ m) (ha : m + 1 ≤ a) (ha' : a ≤ 2 * m) :
    frontierGap α β m ≤ level α β (2 * m) a - level α β (2 * m) i := by
  have h1 : level α β (2 * m) i ≤ level α β (2 * m) m := by
    rcases Nat.eq_or_lt_of_le hi with h | h
    · rw [h]
    · exact (level_lt_level hβ h (by omega)).le
  have h2 : level α β (2 * m) (m + 1) ≤ level α β (2 * m) a := by
    rcases Nat.eq_or_lt_of_le ha with h | h
    · rw [h]
    · exact (level_lt_level hβ h (by omega)).le
  unfold frontierGap
  linarith
```

## (g) Bounds on the gap

**Task.** Let $\beta<0$ and $N=2m$. Show that
$$\frac{-4\beta}{N+1}\le\Delta_m<\frac{-2\pi\beta}{N+1}.$$

**Solution.** Put $x=\frac{\pi}{2(N+1)}$, so that $0<x\le\pi/2$. On this interval the sine lies on or above its chord from the origin to $(\pi/2,1)$, and below its tangent at the origin:
$$\frac{2}{\pi}x\le\sin x<x.$$
Multiply by $-4\beta>0$ and insert $x$. Equality on the left occurs only for $m=0$, which is no physical chain; for long chains the upper bound is the close one, as (i) shows.

The chord bound is `Real.mul_le_sin` and the tangent bound is `Real.sin_lt`. Each equation `e` rewrites one bound in terms of $x$.

```lean
/-- For a negative resonance integral the frontier gap of the chain of `N = 2 * m` sites lies
between `-4 β / (N + 1)` and `-2 π β / (N + 1)`, the upper bound being strict. -/
theorem frontierGap_bounds (α : ℝ) {β : ℝ} (hβ : β < 0) (m : ℕ) :
    -4 * β / (2 * m + 1) ≤ frontierGap α β m ∧
      frontierGap α β m < -2 * π * β / (2 * m + 1) := by
  have hπ := Real.pi_pos
  have hm : (0 : ℝ) < 2 * m + 1 := by positivity
  have hx : 0 < π / (2 * (2 * (m : ℝ) + 1)) := by positivity
  have hx' : π / (2 * (2 * (m : ℝ) + 1)) ≤ π / 2 := by
    rw [div_le_div_iff₀ (by positivity) (by positivity)]
    nlinarith [mul_nonneg hπ.le (Nat.cast_nonneg (α := ℝ) m)]
  have hb : 0 < -4 * β := by linarith
  rw [frontierGap_eq]
  constructor
  · -- the sine lies on or above its chord on `[0, π / 2]`
    have e : -4 * β / (2 * m + 1) = -4 * β * (2 / π * (π / (2 * (2 * m + 1)))) := by
      field_simp
    rw [e]
    exact mul_le_mul_of_nonneg_left (Real.mul_le_sin hx.le hx') hb.le
  · -- the sine lies below its tangent at the origin
    have e : -2 * π * β / (2 * m + 1) = -4 * β * (π / (2 * (2 * m + 1))) := by
      field_simp
      ring
    rw [e]
    exact mul_lt_mul_of_pos_left (Real.sin_lt hx) hb
```

## (h) Longer chains

**Task.** Let $\beta<0$ and $m<n$. Show that
$$\Delta_n<\Delta_m.$$

**Solution.** The angles in (d) obey
$$0<\frac{\pi}{2(2n+1)}<\frac{\pi}{2(2m+1)}\le\frac{\pi}{2}.$$
The sine increases strictly on $[0,\pi/2]$, and the prefactor $-4\beta$ is positive.

`StrictAnti` says that the gap, as a function of $m$, is strictly decreasing. The comparison of angles is `hlt`.

```lean
/-- For a negative resonance integral the frontier gap shrinks strictly as the even chain
grows. -/
theorem frontierGap_strictAnti (α : ℝ) {β : ℝ} (hβ : β < 0) :
    StrictAnti (frontierGap α β) := by
  intro m n hmn
  have hπ := Real.pi_pos
  have hmn' : (m : ℝ) < n := by exact_mod_cast hmn
  have hn : 0 < π / (2 * (2 * (n : ℝ) + 1)) := by positivity
  have hm : π / (2 * (2 * (m : ℝ) + 1)) ≤ π / 2 := by
    rw [div_le_div_iff₀ (by positivity) (by positivity)]
    nlinarith [mul_nonneg hπ.le (Nat.cast_nonneg (α := ℝ) m)]
  have hlt : π / (2 * (2 * (n : ℝ) + 1)) < π / (2 * (2 * (m : ℝ) + 1)) :=
    div_lt_div_of_pos_left hπ (by positivity) (by linarith)
  rw [frontierGap_eq, frontierGap_eq]
  exact mul_lt_mul_of_pos_left
    (Real.sin_lt_sin_of_lt_of_le_pi_div_two (by linarith) hm hlt) (by linarith)
```

## (i) The long-chain limit

**Task.** With $N=2m$, show that
$$\lim_{m\to\infty}(N+1)\,\Delta_m=-2\pi\beta.$$

**Solution.** Put $x_m=\frac{\pi}{2(2m+1)}$, so that $N+1=\frac{\pi}{2x_m}$. Then (d) gives
$$(N+1)\,\Delta_m=-4\beta\,\frac{\pi}{2x_m}\sin x_m=-2\pi\beta\,\frac{\sin x_m}{x_m}.$$
As $m\to\infty$, $x_m\to0$ and the quotient tends to $1$. This holds for every real $\beta$.

For $\beta<0$ the gap of this non-interacting chain with equal bonds therefore closes in proportion to $1/N$. A gap that survives in a long chain must come from something the model omits, such as bond alternation or electron repulsion.

The Lean proof turns on `Real.sinc`, the function equal to $\sin x/x$ for $x\ne0$ and to $1$ at $x=0$. With the hole at the origin filled, the function is continuous there, and Mathlib provides this as `Real.continuous_sinc`. The limit becomes a composition: `hx` states $x_m\to0$, and continuity carries this to $\operatorname{sinc}x_m\to1$. Since $x_m$ is never zero, `Real.sinc_of_ne_zero` recovers the quotient for each $m$, and `hs.congr` transfers the limit to $(N+1)\Delta_m$. Before the final algebra, `generalize` replaces the sine by a letter `s`, so that simplification leaves its argument alone.

In the statement, `atTop` stands for $m\to\infty$ and `𝓝` for the neighbourhoods of the limit value.

```lean
/-- As the chain of `N = 2 * m` sites grows, `N + 1` times its frontier gap tends to
`-2 π β`. -/
theorem tendsto_mul_frontierGap (α β : ℝ) :
    Tendsto (fun m : ℕ => (2 * (m : ℝ) + 1) * frontierGap α β m) atTop
      (𝓝 (-2 * π * β)) := by
  have hx : Tendsto (fun m : ℕ => π / (2 * (2 * (m : ℝ) + 1))) atTop (𝓝 0) := by
    refine tendsto_const_nhds.div_atTop ?_
    exact (tendsto_atTop_add_const_right _ 1
      (tendsto_natCast_atTop_atTop.const_mul_atTop (two_pos : (0 : ℝ) < 2))).const_mul_atTop
      (two_pos : (0 : ℝ) < 2)
  -- `sin x / x` tends to one at the origin
  have hs := ((Real.continuous_sinc.tendsto 0).comp hx).const_mul (-2 * π * β)
  rw [Real.sinc_zero, mul_one] at hs
  refine hs.congr fun m => ?_
  have hπ : π ≠ 0 := Real.pi_ne_zero
  have hm : (2 * (m : ℝ) + 1) ≠ 0 := by positivity
  have hne : π / (2 * (2 * (m : ℝ) + 1)) ≠ 0 := by positivity
  simp only [Function.comp_apply]
  rw [Real.sinc_of_ne_zero hne, frontierGap_eq]
  generalize Real.sin (π / (2 * (2 * (m : ℝ) + 1))) = s
  field_simp
  ring

end

end HueckelChainGap
```

```lean
#print axioms HueckelChainGap.frontierGap_le_excitation
#print axioms HueckelChainGap.frontierGap_bounds
#print axioms HueckelChainGap.frontierGap_strictAnti
#print axioms HueckelChainGap.tendsto_mul_frontierGap
```

```
'HueckelChainGap.frontierGap_le_excitation' depends on axioms: [propext, Classical.choice, Quot.sound]
'HueckelChainGap.frontierGap_bounds' depends on axioms: [propext, Classical.choice, Quot.sound]
'HueckelChainGap.frontierGap_strictAnti' depends on axioms: [propext, Classical.choice, Quot.sound]
'HueckelChainGap.tendsto_mul_frontierGap' depends on axioms: [propext, Classical.choice, Quot.sound]
```

## Chains with an odd number of sites

The same argument by hand treats $N=2m+1$ with $m\ge1$. The middle level $m+1$ is its own partner in (b), so it lies exactly at $\alpha$. The next level has the angle $\frac{\pi}{2}+\frac{\pi}{N+1}$, and therefore
$$E_{m+2}^{(N)}-E_{m+1}^{(N)}=-2\beta\sin\frac{\pi}{N+1}.$$
For three sites this is $-\sqrt2\,\beta$. Multiplied by $N+1$, the spacing again tends to $-2\pi\beta$.
